# The fewest grid points per wavelength that give $G^2$ of a plane wave to one percent with three- and five-point stencils

An electronic-structure calculation with finite differences on a uniform grid needs a grid spacing $h$ before it can start. A finer grid costs memory and a coarser one spoils the kinetic energy, so one asks how many points the shortest important wavelength needs. The problems below answer this for a single free plane wave in one dimension, with one percent as the chosen tolerance.

The wave $e^{iGx}$ has kinetic energy $\hbar^2G^2/2m$, so the relative error in $G^2$ is also that in the kinetic energy. In Lean the wave is a function on the whole real line, with no boundary conditions.

```lean
import Mathlib

namespace FiniteDifferenceSymbols

noncomputable section

/-- The plane wave `exp(iGx)` with wave number `G`. -/
def planeWave (G x : ℝ) : ℂ := Complex.exp (((G * x : ℝ) : ℂ) * Complex.I)
```

Two stencils replace $-h^2\,d^2/dx^2$. The factor $h^2$ is kept inside them, so an estimate of $G^2$ needs a division by $h^2$ at the end. The digit in `stencil2` and `stencil4` is the order of accuracy, not the number of points.

```lean
/-- The three-point stencil for `-h² d²/dx²` on a grid of spacing `h`. -/
def stencil2 (h : ℝ) (ψ : ℝ → ℂ) (x : ℝ) : ℂ := 2 * ψ x - (ψ (x + h) + ψ (x - h))

/-- The five-point stencil for `-h² d²/dx²` on a grid of spacing `h`. -/
def stencil4 (h : ℝ) (ψ : ℝ → ℂ) (x : ℝ) : ℂ :=
  5 / 2 * ψ x - 4 / 3 * (ψ (x + h) + ψ (x - h))
    + 1 / 12 * (ψ (x + 2 * h) + ψ (x - 2 * h))
```

Let $t=Gh$ be the phase per grid step, and write $s_2(t)$ and $s_4(t)$ for the functions `symbol2` and `symbol4`:

$$s_2=2-2\cos t,\qquad s_4=\tfrac52-\tfrac83\cos t+\tfrac16\cos 2t .$$

```lean
/-- The second-order symbol as a function of the phase `t = Gh` per grid step. -/
def symbol2 (t : ℝ) : ℝ := 2 - 2 * Real.cos t

/-- The fourth-order symbol as a function of the phase `t = Gh` per grid step. -/
def symbol4 (t : ℝ) : ℝ := 5 / 2 - 8 / 3 * Real.cos t + 1 / 6 * Real.cos (2 * t)
```

## (a) A plane wave shifted both ways

Show that for real $G$, $a$, $x$

$$e^{iG(x+a)}+e^{iG(x-a)}=2\cos(Ga)\,e^{iGx}.$$

Take out the common factor $e^{iGx}$. What remains is $e^{iGa}+e^{-iGa}=2\cos(Ga)$. In Lean, `h1` and `h2` factor the two shifted waves, and the definition of the complex cosine finishes.

```lean
/-- The sum of a plane wave shifted by `a` to either side is `2 cos(Ga)` times the wave. -/
theorem planeWave_shift (G a x : ℝ) :
    planeWave G (x + a) + planeWave G (x - a)
      = 2 * ((Real.cos (G * a) : ℝ) : ℂ) * planeWave G x := by
  have h1 : planeWave G (x + a)
      = planeWave G x * Complex.exp (((G * a : ℝ) : ℂ) * Complex.I) := by
    unfold planeWave
    rw [← Complex.exp_add]
    congr 1
    push_cast
    ring
  have h2 : planeWave G (x - a)
      = planeWave G x * Complex.exp (-((G * a : ℝ) : ℂ) * Complex.I) := by
    unfold planeWave
    rw [← Complex.exp_add]
    congr 1
    push_cast
    ring
  rw [h1, h2, Complex.ofReal_cos, Complex.cos]
  ring
```

## (b) Eigenvalues of the stencils

Show that $e^{iGx}$ is an eigenfunction of both stencils, with eigenvalues $s_2(Gh)$ and $s_4(Gh)$.

By (a) with $a=h$, the three-point stencil multiplies the wave by $2-2\cos t$. Using $a=2h$ as well, the five-point stencil multiplies it by

$$\tfrac52-\tfrac43\cdot2\cos t+\tfrac1{12}\cdot2\cos2t=s_4(t).$$

The two `linear_combination` lines add the same multiples of (a).

```lean
/-- Plane waves are eigenfunctions of both stencils, and the eigenvalues are the symbols
at `t = Gh`. -/
theorem stencil_planeWave (G h x : ℝ) :
    stencil2 h (planeWave G) x = (symbol2 (G * h) : ℂ) * planeWave G x ∧
    stencil4 h (planeWave G) x = (symbol4 (G * h) : ℂ) * planeWave G x := by
  have h1 := planeWave_shift G h x
  have h2 := planeWave_shift G (2 * h) x
  rw [show G * (2 * h) = 2 * (G * h) by ring] at h2
  simp only [stencil2, stencil4, symbol2, symbol4]
  push_cast at h1 h2 ⊢
  constructor
  · linear_combination -h1
  · linear_combination (-4 / 3) * h1 + (1 / 12) * h2
```

## (c) Nonnegative curvature from a flat start

Let $f(0)=f'(0)=0$ and $f''\ge0$ everywhere. Show that $f(t)\ge0$ for every real $t$.

Since $f''\ge0$, the slope $f'$ is nondecreasing. It vanishes at $0$, so it is nonnegative to the right and nonpositive to the left. Hence $f$ rises away from the origin on both sides, starting from $0$. In Lean, `f'` and `f''` are separate functions, tied to $f$ by the `HasDerivAt` hypotheses, and the proof treats the two half-lines in turn.

```lean
/-- A function that vanishes together with its slope at the origin and has nonnegative
second derivative is nonnegative everywhere. -/
theorem nonneg_of_second_deriv {f f' f'' : ℝ → ℝ} (hf : ∀ x, HasDerivAt f (f' x) x)
    (hf' : ∀ x, HasDerivAt f' (f'' x) x) (h0 : f 0 = 0) (h1 : f' 0 = 0)
    (h2 : ∀ x, 0 ≤ f'' x) (t : ℝ) : 0 ≤ f t := by
  have mono : Monotone f' := monotone_of_deriv_nonneg
    (fun x => (hf' x).differentiableAt) (fun x => by rw [(hf' x).deriv]; exact h2 x)
  have hd : Differentiable ℝ f := fun x => (hf x).differentiableAt
  rcases le_total 0 t with ht | ht
  · -- to the right of the origin the function increases
    have m : MonotoneOn f (Set.Ici 0) := monotoneOn_of_deriv_nonneg (convex_Ici 0)
      hd.continuous.continuousOn hd.differentiableOn (fun x hx => by
        have hx' : (0 : ℝ) ≤ x := Set.mem_Ici.1 (interior_subset hx)
        rw [(hf x).deriv, ← h1]
        exact mono hx')
    rw [← h0]
    exact m (Set.mem_Ici.2 le_rfl) (Set.mem_Ici.2 ht) ht
  · -- to the left of the origin it decreases
    have m : AntitoneOn f (Set.Iic 0) := antitoneOn_of_deriv_nonpos (convex_Iic 0)
      hd.continuous.continuousOn hd.differentiableOn (fun x hx => by
        have hx' : x ≤ (0 : ℝ) := Set.mem_Iic.1 (interior_subset hx)
        rw [(hf x).deriv, ← h1]
        exact mono hx')
    rw [← h0]
    exact m (Set.mem_Iic.2 ht) (Set.mem_Iic.2 le_rfl) ht
```

## (d) Cosines combined with even powers

Let

$$F(t)=a\cos t+b\cos2t+c_0+c_2t^2+c_4t^4+c_6t^6+c_8t^8,\qquad a+b+c_0=0.$$

Show that $F\ge0$ everywhere if, for all $x$,

$$-a\cos x-4b\cos2x+2c_2+12c_4x^2+30c_6x^4+56c_8x^6\ge0.$$

The left side is $F''(x)$. The condition on the coefficients gives $F(0)=0$, and $F'(0)=0$ because $F'$ contains only sines and odd powers. Now (c) applies. Most of the Lean proof is the two differentiations, term by term.

```lean
/-- A combination of `cos t`, `cos 2t`, a constant and the even powers of `t` from `t²` to `t⁸` that
vanishes at the origin and has nonnegative second derivative is nonnegative. -/
theorem cosine_polynomial_nonneg (a b c0 c2 c4 c6 c8 : ℝ) (h0 : a + b + c0 = 0)
    (h2 : ∀ x : ℝ, 0 ≤ -a * Real.cos x + -4 * b * Real.cos (2 * x) + 2 * c2
      + 12 * c4 * x ^ 2 + 30 * c6 * x ^ 4 + 56 * c8 * x ^ 6) (t : ℝ) :
    0 ≤ a * Real.cos t + b * Real.cos (2 * t) + c0 + c2 * t ^ 2 + c4 * t ^ 4
      + c6 * t ^ 6 + c8 * t ^ 8 := by
  have d (x : ℝ) := (hasDerivAt_id' x).const_mul (2 : ℝ)
  refine nonneg_of_second_deriv
    (f := fun t => a * Real.cos t + b * Real.cos (2 * t) + c0 + c2 * t ^ 2 + c4 * t ^ 4
      + c6 * t ^ 6 + c8 * t ^ 8)
    (f' := fun x => -a * Real.sin x + -2 * b * Real.sin (2 * x) + 2 * c2 * x
      + 4 * c4 * x ^ 3 + 6 * c6 * x ^ 5 + 8 * c8 * x ^ 7)
    (fun x => ?_) (fun x => ?_) ?_ ?_ h2 t
  · exact (((((((Real.hasDerivAt_cos x).const_mul a).fun_add
      ((d x).cos.const_mul b)).fun_add (hasDerivAt_const x c0)).fun_add
      ((hasDerivAt_pow 2 x).const_mul c2)).fun_add
      ((hasDerivAt_pow 4 x).const_mul c4)).fun_add
      ((hasDerivAt_pow 6 x).const_mul c6)).fun_add
      ((hasDerivAt_pow 8 x).const_mul c8) |>.congr_deriv
      (by simp only [Nat.cast_ofNat, Nat.reduceSub]; ring)
  · exact ((((((Real.hasDerivAt_sin x).const_mul (-a)).fun_add
      ((d x).sin.const_mul (-2 * b))).fun_add
      ((hasDerivAt_id' x).const_mul (2 * c2))).fun_add
      ((hasDerivAt_pow 3 x).const_mul (4 * c4))).fun_add
      ((hasDerivAt_pow 5 x).const_mul (6 * c6))).fun_add
      ((hasDerivAt_pow 7 x).const_mul (8 * c8)) |>.congr_deriv
      (by simp only [Nat.cast_ofNat, Nat.reduceSub]; ring)
  · simp [h0]
  · simp
```

## (e) Bounds on the symbols

Show that for every real $t$

$$t^2-\tfrac{t^4}{12}\le s_2\le s_4\le t^2,\qquad t^2-\tfrac{t^6}{90}\le s_4 .$$

Put $u=1-\cos t$, so that $0\le u\le t^2/2$. From $\cos2t=1-4u+2u^2$,

$$s_2=2u,\qquad s_4=2u+\tfrac13u^2,\qquad s_4''=2-\tfrac43u^2 .$$

The second inequality is now clear, since $s_4-s_2=u^2/3$. The others follow from (d), because these second derivatives are nonnegative:

- $(s_2-t^2+t^4/12)''=t^2-2u$
- $(t^2-s_4)''=\tfrac43u^2$
- $(s_4-t^2+t^6/90)''=\tfrac13t^4-\tfrac43u^2$

Each call of `cosine_polynomial_nonneg` lists the coefficients of one of these three functions.

```lean
/-- For every phase `t`, neither symbol exceeds `t²`, the fourth-order one is at least as close, and
the errors are at most `t⁴/12` and `t⁶/90`. -/
theorem symbol_bounds (t : ℝ) :
    t ^ 2 - t ^ 4 / 12 ≤ symbol2 t ∧ symbol2 t ≤ symbol4 t ∧ symbol4 t ≤ t ^ 2 ∧
      t ^ 2 - t ^ 6 / 90 ≤ symbol4 t := by
  have hc (x : ℝ) : 1 - x ^ 2 / 2 ≤ Real.cos x := Real.one_sub_sq_div_two_le_cos
  unfold symbol2 symbol4
  refine ⟨?_, ?_, ?_, ?_⟩
  · have := cosine_polynomial_nonneg (-2) 0 2 (-1) (1 / 12) 0 0 (by norm_num)
      (fun x => by linarith [hc x]) t
    linarith
  · -- the difference of the symbols is (1 - cos t)² / 3
    nlinarith [sq_nonneg (1 - Real.cos t), Real.cos_two_mul t]
  · have := cosine_polynomial_nonneg (8 / 3) (-1 / 6) (-5 / 2) 1 0 0 0 (by norm_num)
      (fun x => by nlinarith [sq_nonneg (1 - Real.cos x), Real.cos_two_mul x]) t
    linarith
  · have := cosine_polynomial_nonneg (-8 / 3) (1 / 6) (5 / 2) (-1) 0 (1 / 90) 0
      (by norm_num) (fun x => by
        have h : (1 - Real.cos x) ^ 2 ≤ (x ^ 2 / 2) ^ 2 :=
          pow_le_pow_left₀ (by linarith [Real.cos_le_one x]) (by linarith [hc x]) 2
        nlinarith [Real.cos_two_mul x]) t
    linarith
```

## (f) One more term from above

Show that for every real $t$

$$s_2\le t^2-\tfrac{t^4}{12}+\tfrac{t^6}{360},\qquad s_4\le t^2-\tfrac{t^6}{90}+\tfrac{t^8}{1008}.$$

Apply (d) to right side minus left side. For the first, the second derivative is $s_2-t^2+t^4/12$, which is nonnegative by (e). For the second it is

$$\tfrac43u^2-\tfrac13t^4+\tfrac1{18}t^6=\tfrac1{18}t^6-\tfrac13(t^2-s_2)(t^2+s_2).$$

By (e), the first bracket is at most $t^4/12$ and the second at most $2t^2$, so the subtracted term is at most $t^6/18$. The `mul_le_mul` step is this product estimate.

```lean
/-- Upper bounds on the two symbols that contain the leading error and one further term. -/
theorem symbol_upper_bounds (t : ℝ) :
    symbol2 t ≤ t ^ 2 - t ^ 4 / 12 + t ^ 6 / 360 ∧
      symbol4 t ≤ t ^ 2 - t ^ 6 / 90 + t ^ 8 / 1008 := by
  have lo (x : ℝ) : x ^ 2 - x ^ 4 / 12 ≤ 2 - 2 * Real.cos x := (symbol_bounds x).1
  have hc (x : ℝ) : 1 - x ^ 2 / 2 ≤ Real.cos x := Real.one_sub_sq_div_two_le_cos
  unfold symbol2 symbol4
  constructor
  · have := cosine_polynomial_nonneg 2 0 (-2) 1 (-1 / 12) (1 / 360) 0 (by norm_num)
      (fun x => by linarith [lo x]) t
    linarith
  · have := cosine_polynomial_nonneg (8 / 3) (-1 / 6) (-5 / 2) 1 0 (-1 / 90) (1 / 1008)
      (by norm_num) (fun x => by
        have h : (x ^ 2 - (2 - 2 * Real.cos x)) * (x ^ 2 + (2 - 2 * Real.cos x))
            ≤ x ^ 4 / 12 * (2 * x ^ 2) :=
          mul_le_mul (by linarith [lo x]) (by linarith [hc x])
            (by nlinarith [Real.cos_le_one x, sq_nonneg x]) (by positivity)
        nlinarith [Real.cos_two_mul x]) t
    linarith
```

## (g) The tolerance without the division

Let $h\ne0$ and let $s$ be any number with $s\le(Gh)^2$. Show that

$$\left|\frac{s}{h^2}-G^2\right|\le\frac{G^2}{100}\iff s\ge\tfrac{99}{100}(Gh)^2 .$$

The estimate $s/h^2$ is never above $G^2$, so the modulus is $G^2-s/h^2$. The left side then says $s/h^2\ge\frac{99}{100}G^2$, and multiplying by $h^2>0$ gives the right side.

```lean
/-- For spacing `h ≠ 0` and a symbol value `s ≤ (Gh)²`, the estimate `s/h²` of `G²` is
within one percent exactly when `s` is at least 99 percent of `(Gh)²`. -/
theorem relative_error_iff {G h s : ℝ} (hh : h ≠ 0) (hs : s ≤ (G * h) ^ 2) :
    |s / h ^ 2 - G ^ 2| ≤ G ^ 2 / 100 ↔ 99 / 100 * (G * h) ^ 2 ≤ s := by
  have hp : 0 < h ^ 2 := by positivity
  have e : s / h ^ 2 ≤ G ^ 2 := by
    rw [div_le_iff₀ hp]
    linarith [mul_pow G h 2]
  rw [abs_sub_comm, abs_of_nonneg (by linarith)]
  constructor
  · intro k
    have k' : 99 / 100 * G ^ 2 ≤ s / h ^ 2 := by linarith
    rw [le_div_iff₀ hp] at k'
    linarith [mul_pow G h 2]
  · intro k
    have k' : 99 / 100 * G ^ 2 ≤ s / h ^ 2 := by
      rw [le_div_iff₀ hp]
      linarith [mul_pow G h 2]
    linarith
```

## (h) The phase fixed by the wavelength

A wavelength $2\pi/G$ divided into $N$ steps means $N\,Gh=2\pi$, with $N$ a natural number. Show that then $h\ne0$ and

$$39.476<N^2(Gh)^2<39.48 .$$

If $h$ were $0$, the condition would read $0=2\pi$. Squaring it gives $N^2(Gh)^2=4\pi^2$, and $3.1415<\pi<3.1416$ gives the two bounds.

```lean
/-- If `N` grid steps of phase `t` make up one wavelength, then `h ≠ 0` for any
factorisation `t = Gh`, and `N²t² = 4π²` lies between 39.476 and 39.48. -/
theorem wavelength_phase {N : ℕ} {G h : ℝ} (hN : (N : ℝ) * (G * h) = 2 * Real.pi) :
    h ≠ 0 ∧ 39.476 < (N : ℝ) ^ 2 * (G * h) ^ 2 ∧ (N : ℝ) ^ 2 * (G * h) ^ 2 < 39.48 := by
  have l := Real.pi_gt_d4
  have u := Real.pi_lt_d4
  refine ⟨?_, ?_, ?_⟩
  · rintro rfl
    rw [mul_zero, mul_zero] at hN
    linarith
  · rw [← mul_pow, hN]
    nlinarith
  · rw [← mul_pow, hN]
    nlinarith
```

## (i) Points needed by the three-point stencil

Under the condition of (h), show that

$$\left|\frac{s_2(Gh)}{h^2}-G^2\right|\le\frac{G^2}{100}\iff N\ge19 .$$

By (g) the question is whether $s_2\ge0.99\,t^2$.

If $N\ge19$, then $t^2\le39.48/361<0.12$. Hence $t^4/12\le t^2/100$, and the lower bound in (e) suffices.

If $N\le18$, then $t^2\ge0.1218$. For $t^2\le29$, (f) gives

$$t^2-s_2\ge\frac{t^2}{360}\,t^2(30-t^2).$$

As a function of $t^2$, the factor $t^2(30-t^2)$ is concave, so its minimum on this range is at an end. The end values are about $3.64$ and $29$, both above $3.6$, so the error exceeds $t^2/100$. For $t^2\ge29$, $s_2\le4$ is far too small.

Lean makes the same split with `le_total (t ^ 2) 29`, and the product `q` replaces the concavity argument.

```lean
/-- With `N` grid points per wavelength, the three-point stencil gives `G²` to within
one percent exactly when `N` is at least 19. -/
theorem one_percent_second_order {N : ℕ} {G h : ℝ}
    (hN : (N : ℝ) * (G * h) = 2 * Real.pi) :
    |symbol2 (G * h) / h ^ 2 - G ^ 2| ≤ G ^ 2 / 100 ↔ 19 ≤ N := by
  obtain ⟨hh, p1, p2⟩ := wavelength_phase hN
  have b := symbol_bounds (G * h)
  rw [relative_error_iff hh (b.2.1.trans b.2.2.1)]
  generalize G * h = t at p1 p2 b ⊢
  constructor
  · intro k
    by_contra hlt
    have n1 : (N : ℝ) ≤ 18 := by exact_mod_cast (by omega : N ≤ 18)
    have n2 : (N : ℝ) ^ 2 ≤ 324 := by nlinarith [(Nat.cast_nonneg N : (0 : ℝ) ≤ N)]
    have u1 : 0.1218 ≤ t ^ 2 := by
      linarith [mul_le_mul_of_nonneg_right n2 (sq_nonneg t)]
    rcases le_total (t ^ 2) 29 with c | c
    · have q := mul_nonneg (sub_nonneg.2 u1) (sub_nonneg.2 c)
      have r : 0 < t ^ 2 * (t ^ 2 * (30 - t ^ 2) - 3.6) :=
        mul_pos (by linarith) (by linarith)
      linarith [(symbol_upper_bounds t).1]
    · -- very coarse grids: the symbol never exceeds 4
      unfold symbol2 at k
      linarith [Real.neg_one_le_cos t]
  · intro k
    have n1 : (19 : ℝ) ≤ N := by exact_mod_cast k
    have n2 : (361 : ℝ) ≤ (N : ℝ) ^ 2 := by nlinarith
    have u1 : t ^ 2 ≤ 0.12 := by
      linarith [mul_le_mul_of_nonneg_right n2 (sq_nonneg t)]
    linarith [mul_nonneg (sq_nonneg t) (sub_nonneg.2 u1), b.1]
```

## (j) Points needed by the five-point stencil

Under the same condition, show that

$$\left|\frac{s_4(Gh)}{h^2}-G^2\right|\le\frac{G^2}{100}\iff N\ge7 .$$

If $N\ge7$, then $t^2\le0.81$, so $t^4\le0.9$ and $t^6/90\le t^2/100$. The last bound in (e) suffices.

If $N\le6$, then $t^2\ge1.09$. For $t^2\le6$, (f) gives a relative error of at least $t^4/90-t^6/1008$. This grows with $t^2$ on the range and is already about $0.0119$ at $t^2=1.09$. For $t^2\ge6$, $u\le2$ gives $s_4\le16/3<0.99\cdot6$.

The Lean proof has the same cases. There `q` and `v` supply the polynomial estimate, and `m` gives the bound $16/3$.

```lean
/-- With `N` grid points per wavelength, the five-point stencil gives `G²` to within
one percent exactly when `N` is at least 7. -/
theorem one_percent_fourth_order {N : ℕ} {G h : ℝ}
    (hN : (N : ℝ) * (G * h) = 2 * Real.pi) :
    |symbol4 (G * h) / h ^ 2 - G ^ 2| ≤ G ^ 2 / 100 ↔ 7 ≤ N := by
  obtain ⟨hh, p1, p2⟩ := wavelength_phase hN
  have b := symbol_bounds (G * h)
  rw [relative_error_iff hh b.2.2.1]
  generalize G * h = t at p1 p2 b ⊢
  constructor
  · intro k
    by_contra hlt
    have n1 : (N : ℝ) ≤ 6 := by exact_mod_cast (by omega : N ≤ 6)
    have n2 : (N : ℝ) ^ 2 ≤ 36 := by nlinarith [(Nat.cast_nonneg N : (0 : ℝ) ≤ N)]
    have u1 : 1.09 ≤ t ^ 2 := by
      linarith [mul_le_mul_of_nonneg_right n2 (sq_nonneg t)]
    rcases le_total (t ^ 2) 6 with c | c
    · have q := mul_nonneg (mul_nonneg (sub_nonneg.2 u1) (sub_nonneg.2 c)) (sq_nonneg t)
      have v : 1.09 * t ^ 2 ≤ t ^ 4 := by
        linarith [mul_nonneg (sub_nonneg.2 u1) (sq_nonneg t)]
      have r : 0 < t ^ 2 * (t ^ 4 / 90 - t ^ 6 / 1008 - 1 / 100) :=
        mul_pos (by linarith) (by linarith)
      linarith [(symbol_upper_bounds t).2]
    · -- very coarse grids: the symbol never exceeds 16/3
      unfold symbol4 at k
      have m := mul_nonneg (by linarith [Real.neg_one_le_cos t] : 0 ≤ 1 + Real.cos t)
        (by linarith [Real.cos_le_one t] : 0 ≤ 9 - Real.cos t)
      linarith [Real.cos_two_mul t]
  · intro k
    have n1 : (7 : ℝ) ≤ N := by exact_mod_cast k
    have n2 : (49 : ℝ) ≤ (N : ℝ) ^ 2 := by nlinarith
    have u1 : t ^ 2 ≤ 0.81 := by
      linarith [mul_le_mul_of_nonneg_right n2 (sq_nonneg t)]
    have v : t ^ 4 ≤ 0.9 := by
      linarith [mul_nonneg (sq_nonneg t) (sub_nonneg.2 u1)]
    linarith [mul_nonneg (sq_nonneg t) (sub_nonneg.2 v), b.2.2.2]

end

end FiniteDifferenceSymbols
```

```lean
#print axioms FiniteDifferenceSymbols.stencil_planeWave
-- 'FiniteDifferenceSymbols.stencil_planeWave' depends on axioms: [propext, Classical.choice, Quot.sound]
#print axioms FiniteDifferenceSymbols.one_percent_second_order
-- 'FiniteDifferenceSymbols.one_percent_second_order' depends on axioms: [propext, Classical.choice, Quot.sound]
#print axioms FiniteDifferenceSymbols.one_percent_fourth_order
-- 'FiniteDifferenceSymbols.one_percent_fourth_order' depends on axioms: [propext, Classical.choice, Quot.sound]
```

## Six points per wavelength in numbers

For $N=6$, $t=\pi/3$ and $\cos t=\frac12$, so

$$s_2=1,\qquad s_4=\tfrac52-\tfrac43-\tfrac1{12}=\tfrac{13}{12}\approx1.0833,\qquad t^2\approx1.0966 .$$

The three-point estimate of $G^2$ is 8.8 percent too low and the five-point estimate 1.2 percent, so the latter just misses the tolerance.

## From one wave to an orbital

An orbital contains many wave numbers in three dimensions. Using these counts for it means deciding which $G$ is the largest that matters, and the hypotheses say nothing about that choice. Nor do the counts bound the error of a total energy, which also depends on the potential and the interactions.
